# Angular momentum relative to an Eckart frame comes from the displacements alone

A vibrating molecule also tumbles. To separate the two motions, a simulation attaches axes to the molecule and describes the nuclei by their positions in those axes. The rotational Eckart condition restricts the orientation of the axes (for a linear reference geometry it leaves rotation about the molecular line free), but the nuclei can still carry angular momentum relative to them. The question is how much remains.

Let nucleus $i$ have mass $m_i$, fixed reference position $a_i$ and position $r_i(t)$ in the moving axes, and let $d_i=r_i-a_i$ be its displacement. A prime denotes the time derivative. If

$$\sum_i m_i\,a_i\times r_i(t)=0\quad\text{at all times},$$

then the angular momentum relative to the frame is

$$L=\sum_i m_i\,r_i\times r_i'=\sum_i m_i\,d_i\times d_i'.$$

For nonnegative masses it obeys

$$|L|^2\le\Big(\sum_i m_i|d_i|^2\Big)\Big(\sum_i m_i|d_i'|^2\Big).$$

The last factor is twice the kinetic energy of the motion relative to the frame. If the displacements follow a single fixed pattern, $L$ vanishes.

## From a trajectory to Coriolis coefficients

Place the origin of the axes at the centre of mass, and suppose a trajectory supplies velocities $u_i$ relative to that point, resolved along the Eckart axes. With $\omega$ the angular velocity of the frame, $u_i=r_i'+\omega\times r_i$. Since the $r_i'$ also satisfy the Eckart condition, they drop out of

$$\sum_i m_i\,a_i\times(\omega\times r_i)=\sum_i m_i\,a_i\times u_i.$$

For a nonlinear reference geometry and small displacements, this $3\times3$ linear system determines $\omega$. The code then forms $r_i'=u_i-\omega\times r_i$ and evaluates $L$.

In a normal-mode code, write $d_i=\sum_k q_k(t)\,l_{ki}$, where $q_k$ is the amplitude of mode $k$ and $l_{ki}$ its fixed displacement vector at nucleus $i$. The code computes $\zeta_{jk}=\sum_i m_i\,l_{ji}\times l_{ki}$ once, then accumulates

$$L=\sum_{j<k}(q_jq_k'-q_kq_j')\,\zeta_{jk}.$$

Here the $l_{ki}$ are Cartesian displacements of any normalisation. Textbook Coriolis constants use orthonormal mass-weighted vectors $\sqrt{m_i}\,l_{ki}$, for which the explicit mass disappears from the sum. The same coefficients enter the vibrational angular momentum operator of the rovibrational Hamiltonian, although the result here concerns classical paths.

## Derivation

**Removing the reference geometry.** The $a_i$ are constant, so differentiating the Eckart condition gives $\sum_i m_i\,a_i\times r_i'=0$. Also $d_i'=r_i'$. Hence

$$\sum_i m_i\,r_i\times r_i'=\sum_i m_i\,a_i\times r_i'+\sum_i m_i\,d_i\times r_i'=\sum_i m_i\,d_i\times d_i'.$$

**Bounding what is left.** The triple product gives

$$|L|^2=\sum_i m_i\,L\cdot(d_i\times d_i')=\sum_i m_i\,(L\times d_i)\cdot d_i'.$$

Apply the Cauchy–Schwarz inequality to the components of $\sqrt{m_i}\,(L\times d_i)$ and $\sqrt{m_i}\,d_i'$:

$$|L|^4\le\Big(\sum_i m_i|L\times d_i|^2\Big)\Big(\sum_i m_i|d_i'|^2\Big).$$

Since $|L\times d_i|^2=|L|^2|d_i|^2-(L\cdot d_i)^2\le|L|^2|d_i|^2$, the right side is at most $|L|^2$ times the claimed bound. If $L\ne0$, divide by $|L|^2$; if $L=0$, the bound is immediate.

**Expanding in modes.** Substituting $d_i=\sum_j q_jl_{ji}$ and $d_i'=\sum_k q_k'l_{ki}$ gives

$$L=\sum_{j,k}q_jq_k'\,\zeta_{jk}.$$

For one mode the only coefficient is $\sum_i m_i\,l_i\times l_i=0$.

**Attaining the bound.** Take a linear triatomic molecule with outer masses $m$, central mass $M$ and bond length $b$ along $z$. Let $s$ be the time in units where the angular frequency is one, and set $e(s)=(\cos s,\sin s,0)$. Displace both outer nuclei by $M e(s)$ and the central one by $-2m\,e(s)$. The outer contributions to the Eckart condition cancel, and the central reference position is zero. The angular momentum along $z$ is

$$2mM^2+4m^2M=2mM(M+2m).$$

Both mass-weighted sums in the bound have this same value, so equality holds. The value belongs to the chosen axes: for a linear reference the Eckart condition leaves rotation about $z$ free, and in axes that turn with the bend the displacements are constant and $L=0$. For positive masses, dividing each of the two bending patterns by $\sqrt{2mM(M+2m)}$ normalises them, and the $z$ component of their Coriolis vector becomes $1$.

## An Eckart condition at one instant is too little

Take two nuclei of unit mass with $a_1=(1,0,0)$, $a_2=-a_1$, $r_1(s)=(1,s,0)$ and $r_2=-r_1$. The centre of mass stays at the origin, and the Eckart sum is $(0,0,2s)$, which vanishes at $s=0$. At that instant the displacements are zero, yet $\sum_i m_i\,r_i\times r_i'=(0,0,2)$. Identity and bound both fail, and so does the single-mode result, because the displacements follow one fixed pattern. Imposing the condition only at the instant of interest therefore does not suffice.

## The Lean source

```lean
import Mathlib

open Matrix

namespace EckartFrame

noncomputable section

variable {ι κ : Type*} [Fintype ι] [Fintype κ]

/-- The mass-weighted sum of cross products `∑ mᵢ xᵢ × yᵢ`. For positions `x` and
velocities `y` it is the angular momentum. -/
def massCross (m : ι → ℝ) (x y : ι → Fin 3 → ℝ) : Fin 3 → ℝ :=
  ∑ i, m i • (x i ⨯₃ y i)

/-- The mass-weighted squared length `∑ mᵢ |xᵢ|²` of a set of vectors, one per nucleus. -/
def massSq (m : ι → ℝ) (x : ι → Fin 3 → ℝ) : ℝ :=
  ∑ i, m i * (x i ⬝ᵥ x i)

/-- Exchanging the two sets of vectors reverses the sign of `∑ mᵢ xᵢ × yᵢ`. -/
theorem massCross_swap (m : ι → ℝ) (x y : ι → Fin 3 → ℝ) :
    massCross m x y = -massCross m y x := by
  unfold massCross
  rw [← Finset.sum_neg_distrib]
  refine Finset.sum_congr rfl fun i _ => ?_
  rw [← cross_anticomm (y i) (x i), smul_neg]

/-- `∑ mᵢ xᵢ × yᵢ` is linear in `y`: a superposition of modes gives the superposition
of their contributions. -/
theorem massCross_sum (m : ι → ℝ) (x : ι → Fin 3 → ℝ) (p : κ → ℝ)
    (l : κ → ι → Fin 3 → ℝ) :
    massCross m x (∑ k, p k • l k) = ∑ k, p k • massCross m x (l k) := by
  simp only [massCross, Finset.sum_apply, Pi.smul_apply, map_sum, map_smul, Finset.smul_sum]
  rw [Finset.sum_comm]
  exact Finset.sum_congr rfl fun k _ => Finset.sum_congr rfl fun i _ => smul_comm _ _ _

/-- If the rotational Eckart condition holds at all times, the velocities satisfy it too. -/
theorem eckart_velocity {m : ι → ℝ} {a v : ι → Fin 3 → ℝ} {r : ℝ → ι → Fin 3 → ℝ} {t : ℝ}
    (hr : HasDerivAt r v t) (hE : ∀ s, massCross m a (r s) = 0) :
    massCross m a v = 0 := by
  -- the Eckart condition as a linear map on configurations
  let L : (ι → Fin 3 → ℝ) →ₗ[ℝ] (Fin 3 → ℝ) :=
    ∑ i, m i • (crossProduct (a i) ∘ₗ LinearMap.proj i)
  have hL : ∀ y, L y = massCross m a y := by
    intro y
    simp [L, massCross, LinearMap.sum_apply]
  have h1 : HasDerivAt (fun s => L (r s)) (L v) t :=
    (LinearMap.toContinuousLinearMap L).hasFDerivAt.comp_hasDerivAt t hr
  have h0 : (fun s => L (r s)) = fun _ => (0 : Fin 3 → ℝ) :=
    funext fun s => (hL (r s)).trans (hE s)
  rw [h0] at h1
  rw [← hL]
  exact h1.unique (hasDerivAt_const t (0 : Fin 3 → ℝ))

/-- In an Eckart frame the angular momentum of a differentiable motion is that of the
displacements `d = r - a` alone: `∑ mᵢ rᵢ × rᵢ' = ∑ mᵢ dᵢ × dᵢ'`. -/
theorem eckart_angularMomentum {m : ι → ℝ} {a : ι → Fin 3 → ℝ} {r : ℝ → ι → Fin 3 → ℝ}
    {t : ℝ} (hr : DifferentiableAt ℝ r t) (hE : ∀ s, massCross m a (r s) = 0) :
    massCross m (r t) (deriv r t) =
      massCross m (r t - a) (deriv (fun s => r s - a) t) := by
  rw [(hr.hasDerivAt.sub_const a).deriv]
  have h := eckart_velocity hr.hasDerivAt hE
  have hsub : massCross m (r t - a) (deriv r t) =
      massCross m (r t) (deriv r t) - massCross m a (deriv r t) := by
    simp only [massCross, Pi.sub_apply, map_sub, LinearMap.sub_apply, smul_sub,
      Finset.sum_sub_distrib]
  rw [hsub, h, sub_zero]

/-- Mass-weighted Cauchy-Schwarz inequality for nonnegative masses. -/
theorem massSq_cauchy {m : ι → ℝ} (hm : ∀ i, 0 ≤ m i) (y v : ι → Fin 3 → ℝ) :
    (∑ i, m i * (y i ⬝ᵥ v i)) ^ 2 ≤ massSq m y * massSq m v := by
  have e : ∀ y z : ι → Fin 3 → ℝ, ∑ p : ι × Fin 3,
      (Real.sqrt (m p.1) * y p.1 p.2) * (Real.sqrt (m p.1) * z p.1 p.2) =
        ∑ i, m i * (y i ⬝ᵥ z i) := by
    intro y z
    rw [Fintype.sum_prod_type]
    refine Finset.sum_congr rfl fun i _ => ?_
    rw [dotProduct, Finset.mul_sum]
    refine Finset.sum_congr rfl fun k _ => ?_
    show Real.sqrt (m i) * y i k * (Real.sqrt (m i) * z i k) = m i * (y i k * z i k)
    linear_combination (y i k * z i k) * Real.mul_self_sqrt (hm i)
  have e2 : ∀ y : ι → Fin 3 → ℝ, ∑ p : ι × Fin 3,
      (Real.sqrt (m p.1) * y p.1 p.2) ^ 2 = massSq m y := by
    intro y
    simp only [sq]
    exact e y y
  rw [← e y v, ← e2 y, ← e2 v]
  exact Finset.sum_mul_sq_le_sq_mul_sq _ _ _

/-- For nonnegative masses, `|∑ mᵢ xᵢ × vᵢ|² ≤ (∑ mᵢ |xᵢ|²) (∑ mᵢ |vᵢ|²)`. -/
theorem massCross_sq_le {m : ι → ℝ} (hm : ∀ i, 0 ≤ m i) (x v : ι → Fin 3 → ℝ) :
    massCross m x v ⬝ᵥ massCross m x v ≤ massSq m x * massSq m v := by
  have dot_nonneg : ∀ w : Fin 3 → ℝ, 0 ≤ w ⬝ᵥ w := fun w =>
    Finset.sum_nonneg fun k _ => mul_self_nonneg (w k)
  have sq_nonneg' : ∀ y, 0 ≤ massSq m y := fun y =>
    Finset.sum_nonneg fun i _ => mul_nonneg (hm i) (dot_nonneg (y i))
  -- triple product: move the cross product onto the fixed vector `w`
  have triple : ∀ w : Fin 3 → ℝ,
      w ⬝ᵥ massCross m x v = ∑ i, m i * ((w ⨯₃ x i) ⬝ᵥ v i) := by
    intro w
    simp only [massCross, dotProduct_sum, dotProduct_smul, smul_eq_mul]
    refine Finset.sum_congr rfl fun i _ => ?_
    congr 1
    simp [cross_apply, dotProduct, Fin.sum_univ_three]
    ring
  have lagrange : ∀ w : Fin 3 → ℝ,
      massSq m (fun i => w ⨯₃ x i) ≤ (w ⬝ᵥ w) * massSq m x := by
    intro w
    unfold massSq
    rw [Finset.mul_sum]
    refine Finset.sum_le_sum fun i _ => ?_
    have h : (w ⨯₃ x i) ⬝ᵥ (w ⨯₃ x i) =
        (w ⬝ᵥ w) * (x i ⬝ᵥ x i) - (w ⬝ᵥ x i) ^ 2 := by
      simp [cross_apply, dotProduct, Fin.sum_univ_three]
      ring
    rw [h]
    nlinarith [mul_nonneg (hm i) (sq_nonneg (w ⬝ᵥ x i))]
  have h1 := massSq_cauchy hm (fun i => massCross m x v ⨯₃ x i) v
  rw [← triple] at h1
  have h2 := mul_le_mul_of_nonneg_right (lagrange (massCross m x v)) (sq_nonneg' v)
  -- cancel one factor of the squared length, unless it vanishes
  rcases (dot_nonneg (massCross m x v)).eq_or_lt with h0 | hpos
  · rw [← h0]
    exact mul_nonneg (sq_nonneg' x) (sq_nonneg' v)
  · refine le_of_mul_le_mul_left ?_ hpos
    linarith

/-- In an Eckart frame with nonnegative masses, the squared angular momentum of a
differentiable motion is at most `(∑ mᵢ |dᵢ|²) (∑ mᵢ |dᵢ'|²)`, where `d = r - a`. -/
theorem eckart_angularMomentum_sq_le {m : ι → ℝ} (hm : ∀ i, 0 ≤ m i)
    {a : ι → Fin 3 → ℝ} {r : ℝ → ι → Fin 3 → ℝ} {t : ℝ}
    (hr : DifferentiableAt ℝ r t) (hE : ∀ s, massCross m a (r s) = 0) :
    massCross m (r t) (deriv r t) ⬝ᵥ massCross m (r t) (deriv r t) ≤
      massSq m (r t - a) * massSq m (deriv (fun s => r s - a) t) := by
  rw [eckart_angularMomentum hr hE]
  exact massCross_sq_le hm _ _

/-- For displacements `d = ∑ₖ qₖ(t) lₖ` with differentiable amplitudes in an Eckart frame,
the angular momentum is `∑ⱼₖ qⱼ qₖ' ζⱼₖ` with Coriolis vectors `ζⱼₖ = ∑ᵢ mᵢ lⱼᵢ × lₖᵢ`. -/
theorem coriolis_expansion {m : ι → ℝ} {a : ι → Fin 3 → ℝ} {r : ℝ → ι → Fin 3 → ℝ}
    {q : κ → ℝ → ℝ} {l : κ → ι → Fin 3 → ℝ} {t : ℝ}
    (hq : ∀ k, DifferentiableAt ℝ (q k) t) (hd : ∀ s, r s - a = ∑ k, q k s • l k)
    (hE : ∀ s, massCross m a (r s) = 0) :
    massCross m (r t) (deriv r t) =
      ∑ j, ∑ k, (q j t * deriv (q k) t) • massCross m (l j) (l k) := by
  have hd' : HasDerivAt (fun s => r s - a) (∑ k, deriv (q k) t • l k) t := by
    rw [show (fun s => r s - a) = fun s => ∑ k, q k s • l k from funext hd]
    exact HasDerivAt.fun_sum fun k _ => (hq k).hasDerivAt.smul_const (l k)
  have hr : DifferentiableAt ℝ r t := by
    simpa using (hd'.add_const a).differentiableAt
  rw [eckart_angularMomentum hr hE, hd'.deriv, hd t]
  -- expand first in the displacements, then in the velocities
  rw [massCross_swap, massCross_sum, ← Finset.sum_neg_distrib]
  refine Finset.sum_congr rfl fun j _ => ?_
  rw [← smul_neg, ← massCross_swap m (l j), massCross_sum, Finset.smul_sum]
  exact Finset.sum_congr rfl fun k _ => smul_smul _ _ _

/-- Motion along a single mode, `d = q(t) l` with `q` differentiable, has zero angular
momentum in an Eckart frame. -/
theorem single_mode_zero {m : ι → ℝ} {a l : ι → Fin 3 → ℝ} {r : ℝ → ι → Fin 3 → ℝ}
    {q : ℝ → ℝ} {t : ℝ} (hq : DifferentiableAt ℝ q t) (hd : ∀ s, r s - a = q s • l)
    (hE : ∀ s, massCross m a (r s) = 0) :
    massCross m (r t) (deriv r t) = 0 := by
  have h := coriolis_expansion (κ := Unit) (q := fun _ => q) (l := fun _ => l)
    (fun _ => hq) (fun s => by simpa using hd s) hE
  have hl : massCross m l l = 0 := by simp [massCross, cross_self]
  rw [h]
  simp [hl]

/-- Reference geometry of a symmetric linear triatomic molecule with bond length `b`
along the z axis. -/
def bendRef (b : ℝ) : Fin 3 → Fin 3 → ℝ := ![![0, 0, b], ![0, 0, 0], ![0, 0, -b]]

/-- Bending displacement along the direction `(x, y, 0)` for outer masses `m` and
central mass `M`. -/
def bendMode (m M x y : ℝ) : Fin 3 → Fin 3 → ℝ :=
  ![![M * x, M * y, 0], ![-2 * m * x, -2 * m * y, 0], ![M * x, M * y, 0]]

/-- The two perpendicular bends, excited a quarter period out of phase. -/
def bendPath (m M b s : ℝ) : Fin 3 → Fin 3 → ℝ :=
  bendRef b + (Real.cos s • bendMode m M 1 0 + Real.sin s • bendMode m M 0 1)

/-- The circular bend of a linear triatomic molecule satisfies the Eckart condition, has
angular momentum `2mM(M + 2m)` along the axis, and attains equality in the bound. -/
theorem circular_bend_sharp (m M b t : ℝ) :
    (∀ s, massCross ![m, M, m] (bendRef b) (bendPath m M b s) = 0) ∧
    massCross ![m, M, m] (bendPath m M b t) (deriv (bendPath m M b) t) =
      ![0, 0, 2 * m * M * (M + 2 * m)] ∧
    massCross ![m, M, m] (bendPath m M b t) (deriv (bendPath m M b) t) ⬝ᵥ
        massCross ![m, M, m] (bendPath m M b t) (deriv (bendPath m M b) t) =
      massSq ![m, M, m] (bendPath m M b t - bendRef b) *
        massSq ![m, M, m] (deriv (fun s => bendPath m M b s - bendRef b) t) := by
  have hder : HasDerivAt (bendPath m M b)
      (-Real.sin t • bendMode m M 1 0 + Real.cos t • bendMode m M 0 1) t :=
    (((Real.hasDerivAt_cos t).smul_const (bendMode m M 1 0)).fun_add
      ((Real.hasDerivAt_sin t).smul_const (bendMode m M 0 1))).const_add (bendRef b)
  have hcs := Real.sin_sq_add_cos_sq t
  have hL : massCross ![m, M, m] (bendPath m M b t) (deriv (bendPath m M b) t) =
      ![0, 0, 2 * m * M * (M + 2 * m)] := by
    rw [hder.deriv]
    ext k
    fin_cases k
    · simp [massCross, bendPath, bendRef, bendMode, cross_apply, Fin.sum_univ_three]
    · simp [massCross, bendPath, bendRef, bendMode, cross_apply, Fin.sum_univ_three]
    · simp [massCross, bendPath, bendRef, bendMode, cross_apply, Fin.sum_univ_three]
      linear_combination (2 * m * M * (M + 2 * m)) * hcs
  have hA : massSq ![m, M, m] (bendPath m M b t - bendRef b) =
      2 * m * M * (M + 2 * m) := by
    have hdisp : bendPath m M b t - bendRef b =
        Real.cos t • bendMode m M 1 0 + Real.sin t • bendMode m M 0 1 :=
      add_sub_cancel_left _ _
    rw [hdisp]
    simp [massSq, bendMode, dotProduct, Fin.sum_univ_three]
    linear_combination (2 * m * M * (M + 2 * m)) * hcs
  have hB : massSq ![m, M, m] (deriv (fun s => bendPath m M b s - bendRef b) t) =
      2 * m * M * (M + 2 * m) := by
    rw [(hder.sub_const (bendRef b)).deriv]
    simp [massSq, bendMode, dotProduct, Fin.sum_univ_three]
    linear_combination (2 * m * M * (M + 2 * m)) * hcs
  refine ⟨fun s => ?_, hL, ?_⟩
  · ext k
    fin_cases k <;>
      simp [massCross, bendPath, bendRef, bendMode, cross_apply, Fin.sum_univ_three]
  · rw [hL, hA, hB]
    simp [dotProduct, Fin.sum_univ_three]

end

end EckartFrame
```

```lean
#print axioms EckartFrame.eckart_angularMomentum
#print axioms EckartFrame.eckart_angularMomentum_sq_le
#print axioms EckartFrame.single_mode_zero
#print axioms EckartFrame.circular_bend_sharp
```

```
'EckartFrame.eckart_angularMomentum' depends on axioms: [propext, Classical.choice, Quot.sound]
'EckartFrame.eckart_angularMomentum_sq_le' depends on axioms: [propext, Classical.choice, Quot.sound]
'EckartFrame.single_mode_zero' depends on axioms: [propext, Classical.choice, Quot.sound]
'EckartFrame.circular_bend_sharp' depends on axioms: [propext, Classical.choice, Quot.sound]
```

## Reading the theorems against the physics

The finite type `ι` labels nuclei, and `κ` labels modes. A configuration has type `ι → Fin 3 → ℝ`, and `r` is a path of configurations. The function `massCross m x y` is $\sum_i m_i\,x_i\times y_i$: with `a` and `r s` it expresses the Eckart condition, and with `r t` and `deriv r t` it is the angular momentum about the origin. Despite its name, `massSq` squares lengths, not masses. Lengths are written with the dot product `⬝ᵥ`, which gives the Euclidean value; Mathlib's default norm on `Fin 3 → ℝ` is the largest absolute component.

`eckart_angularMomentum` states the identity at time `t`. It assumes differentiability there (`hr`) and the Eckart condition at every time (`hE`), and places no sign condition on the masses. `eckart_angularMomentum_sq_le` adds `hm`, nonnegative masses, and states the bound. `coriolis_expansion` and `single_mode_zero` take amplitudes differentiable at `t` and displacements of the stated form at all times. Their patterns `l` need not be normal modes of any potential. `circular_bend_sharp` gives the Eckart condition, the angular momentum and equality for the bending example.

The step left to the simulation is the passage from a laboratory trajectory to `r`: moving the origin to the centre of mass, then finding a rotation at each time that enforces the Eckart condition and varies differentiably. The total angular momentum about the centre of mass also includes the contribution of the frame's own rotation, $\sum_i m_i\,r_i\times(\omega\times r_i)$, which is separate from the quantity bounded here.

## How Lean carries out the argument

`eckart_velocity` differentiates the constraint. It packages $y\mapsto\sum_i m_i\,a_i\times y_i$ as a linear map, applies the chain rule along the path, and compares the result with the derivative of the constant zero function. `eckart_angularMomentum` then subtracts the vanishing reference term.

`massSq_cauchy` treats each pair of nucleus and Cartesian component as one index, weights the entries by $\sqrt{m_i}$, and applies the finite Cauchy–Schwarz inequality. In `massCross_sq_le`, the local facts `triple` and `lagrange` supply the triple product and the estimate for $|L\times d_i|^2$. The final case split separates $L=0$ from the case where a factor $|L|^2$ can be cancelled. The bound for an Eckart frame follows by rewriting with the identity.

For the mode expansion, `massCross_sum` gives linearity in the second argument, and `massCross_swap` reverses the arguments so that the displacements can be expanded in the same way. The single-mode theorem applies this expansion with the one-element index type `Unit`. The bending example is computed component by component, with $\sin^2t+\cos^2t=1$ removing the time dependence.
